# However strong the on-site repulsion, the zero-energy T-matrix of a pair with levels in $(0,2W]$ stays below $2W$

Two particles on a lattice repel each other with strength $U\ge 0$ when they meet on one site. Their relative motion has finitely many kinetic energies $e_i\in(0,2W]$, counted from the energy of two particles at the bottom of a single-particle band of width $W$. The complex unit vector $v$ gives the amplitudes of the doubly occupied configuration on these levels. At zero energy their T-matrix is

$$T(U)=\frac{U}{1+UK},\qquad K=\sum_i\frac{|v_i|^2}{e_i}.$$

It increases strictly with $U$, stays below $1/K\le 2W$, and tends to $1/K$ as $U\to\infty$. Such a saturating quantity serves as the effective interaction in dilute Hubbard bands; here it is computed for one isolated pair.

## The pair and its T-matrix

```lean
import Mathlib

open Matrix Filter Topology

namespace LadderTMatrix

noncomputable section

variable {n : Type*} [Fintype n] [DecidableEq n]
```

The type `n` labels the levels of relative motion. It is finite, so every operator below is a finite matrix.

```lean
/-- The kinetic Hamiltonian of the pair, diagonal with level energies `e i`. -/
def freeHamiltonian (e : n → ℝ) : Matrix n n ℂ := diagonal fun i => (e i : ℂ)
```

This is $H_0=\mathrm{diag}(e_i)$. The levels are real numbers, and `(e i : ℂ)` reads each one as a complex number. If a single particle has bandwidth $W$ and energies are counted from the bottom of the band, two particles have kinetic energy at most $2W$.

```lean
/-- The contact operator `v v*` of the pair configuration `v`. -/
def contact (v : n → ℂ) : Matrix n n ℂ := vecMulVec v (star v)
```

The matrix $P=vv^*$ has entries $v_i\overline{v_j}$. For a unit vector $v$ it projects onto the doubly occupied configuration.

```lean
/-- The interacting pair Hamiltonian `H0 + U v v*`. -/
def hamiltonian (e : n → ℝ) (v : n → ℂ) (U : ℝ) : Matrix n n ℂ :=
  freeHamiltonian e + (U : ℂ) • contact v
```

The full Hamiltonian is $H=H_0+UP$. The sign `•` multiplies a matrix by a number.

```lean
/-- The T-matrix `U - U² ⟨v, (H0 + U v v*)⁻¹ v⟩` at zero energy, for an invertible
interacting Hamiltonian. -/
def tMatrix (e : n → ℝ) (v : n → ℂ) (U : ℝ) : ℂ :=
  U - (U : ℂ) ^ 2 * (star v ⬝ᵥ ((hamiltonian e v U)⁻¹ *ᵥ v))
```

For an interaction $V=UP$, scattering theory defines $T(E)=V+V(E-H)^{-1}V$. At $E=0$ this becomes

$$V-VH^{-1}V=\bigl(U-U^2\langle v,H^{-1}v\rangle\bigr)\,vv^*.$$

Despite its name, `tMatrix` is the number in brackets, which for a unit vector is the matrix element $\langle v,Tv\rangle$. In the code `*ᵥ` applies a matrix to a vector, and `⬝ᵥ` is a dot product without conjugation, so `star v` supplies the conjugate. Lean assigns a value to `⁻¹` even for a singular matrix, so the invertibility of $H$ has to be proved; `interacting_resolvent` does this.

```lean
omit [DecidableEq n] in
/-- The pair propagator `K = ∑ |v i|² / e i`, for nonzero level energies. -/
def pairPropagator (e : n → ℝ) (v : n → ℂ) : ℝ := ∑ i, ‖v i‖ ^ 2 / e i
```

This is $K$, an inverse energy. The name needs care: the usual pair propagator at zero energy is $\langle v,(0-H_0)^{-1}v\rangle=-K$, so `pairPropagator` has the opposite sign.

## Free propagation

```lean
/-- For positive level energies the kinetic Hamiltonian times the diagonal matrix of
inverse energies is the identity. -/
theorem free_mul_inverse {e : n → ℝ} (he : ∀ i, 0 < e i) :
    freeHamiltonian e * diagonal (fun i => (e i : ℂ)⁻¹) = 1 := by
  have h : (fun i => (e i : ℂ) * (e i : ℂ)⁻¹) = fun _ => 1 :=
    funext fun i => mul_inv_cancel₀ (Complex.ofReal_ne_zero.mpr (he i).ne')
  rw [freeHamiltonian, diagonal_mul_diagonal, h, diagonal_one]
```

In the theorems here the general hypotheses stand in brackets after the name, the claim follows the first colon outside all brackets, and the proof comes after `:=`. The hypothesis `he` says that every $e_i$ is positive, which places zero energy below all levels. It leaves out every pair problem with a level at exactly zero, such as total momentum zero on a finite periodic lattice whose band minimum lies at zero momentum. The claim is $H_0\,\mathrm{diag}(1/e_i)=1$, which holds entry by entry because $e_i\cdot e_i^{-1}=1$.

```lean
/-- For positive level energies `⟨v, H0⁻¹ v⟩` equals the pair propagator `K`, for any vector `v`. -/
theorem expectation_free_resolvent {e : n → ℝ} (he : ∀ i, 0 < e i) (v : n → ℂ) :
    star v ⬝ᵥ ((freeHamiltonian e)⁻¹ *ᵥ v) = (pairPropagator e v : ℂ) := by
  rw [inv_eq_right_inv (free_mul_inverse he)]
  simp only [dotProduct, mulVec_diagonal, pairPropagator, Pi.star_apply]
  push_cast
  refine Finset.sum_congr rfl fun i _ => ?_
  have h : star (v i) * v i = (‖v i‖ : ℂ) ^ 2 := Complex.conj_mul' (v i)
  rw [div_eq_mul_inv, ← h]
  ring
```

With the inverse known,

$$\langle v,H_0^{-1}v\rangle=\sum_i\overline{v_i}\,\frac1{e_i}\,v_i=\sum_i\frac{|v_i|^2}{e_i}=K.$$

The proof first replaces the abstract inverse by the diagonal one, through `inv_eq_right_inv`. It then compares the two sums term by term, using $\overline{v_i}v_i=|v_i|^2$.

```lean
omit [DecidableEq n] in
/-- The pair propagator is nonnegative for positive level energies. -/
theorem pairPropagator_nonneg {e : n → ℝ} (he : ∀ i, 0 < e i) (v : n → ℂ) :
    0 ≤ pairPropagator e v :=
  Finset.sum_nonneg fun i _ => div_nonneg (sq_nonneg _) (he i).le
```

Every term of $K$ is a nonnegative number divided by a positive one, so $K\ge 0$. Since $v$ is not yet normalised, $K=0$ is still possible.

## The interacting resolvent

```lean
omit [DecidableEq n] in
/-- The contact operator maps any state `w` to `⟨v, w⟩ v`. -/
theorem contact_mulVec (v w : n → ℂ) : contact v *ᵥ w = (star v ⬝ᵥ w) • v := by
  ext i
  simp only [contact, mulVec, dotProduct, vecMulVec_apply, Pi.smul_apply, smul_eq_mul,
    Finset.sum_mul]
  exact Finset.sum_congr rfl fun j _ => by ring
```

For any state $w$, $(Pw)_i=\sum_j v_i\overline{v_j}w_j=\langle v,w\rangle v_i$. The contact therefore always returns a multiple of $v$, and this is what makes the problem solvable in closed form.

```lean
/-- For positive level energies and `U ≥ 0` the interacting Hamiltonian has the inverse
`H0⁻¹ - t H0⁻¹ v v* H0⁻¹` with `t = U / (1 + U K)`. -/
theorem interacting_resolvent {e : n → ℝ} (he : ∀ i, 0 < e i) (v : n → ℂ) {U : ℝ}
    (hU : 0 ≤ U) :
    hamiltonian e v U * ((freeHamiltonian e)⁻¹ - ((U / (1 + U * pairPropagator e v) : ℝ) : ℂ) •
      ((freeHamiltonian e)⁻¹ * contact v * (freeHamiltonian e)⁻¹)) = 1 := by
  have hpos : 0 < 1 + U * pairPropagator e v := by
    have := mul_nonneg hU (pairPropagator_nonneg he v)
    linarith
  have ht := div_mul_cancel₀ U hpos.ne'
  have hK := expectation_free_resolvent he v
  have h1 : freeHamiltonian e * (freeHamiltonian e)⁻¹ = 1 := by
    rw [inv_eq_right_inv (free_mul_inverse he), free_mul_inverse he]
  generalize U / (1 + U * pairPropagator e v) = t at ht ⊢
  generalize (freeHamiltonian e)⁻¹ = G at hK h1 ⊢
  -- two contacts joined by a free propagation give one contact times `K`
  have h2 : contact v * (G * contact v) = (pairPropagator e v : ℂ) • contact v := by
    have h3 : contact v * (G * contact v)
        = vecMulVec (contact v *ᵥ (G *ᵥ v)) (star v) := by
      rw [← mul_vecMulVec, ← mul_vecMulVec]
      rfl
    rw [h3, contact_mulVec, hK]
    ext i j
    simp [contact, vecMulVec_apply, mul_assoc]
  have hc : (U : ℂ) - t - U * t * pairPropagator e v = 0 := by
    have h : U - t - U * t * pairPropagator e v = 0 := by linear_combination -ht
    exact_mod_cast h
  have hexp : hamiltonian e v U * (G - (t : ℂ) • (G * contact v * G))
      = freeHamiltonian e * G - (t : ℂ) • (freeHamiltonian e * G * contact v * G)
        + (U : ℂ) • (contact v * G)
        - ((U : ℂ) * t) • (contact v * (G * contact v) * G) := by
    simp only [hamiltonian, add_mul, mul_sub, smul_mul_assoc, mul_smul_comm, mul_assoc]
    module
  rw [hexp, h1, h2, one_mul, smul_mul_assoc, smul_smul]
  calc _ = 1 + ((U : ℂ) - t - U * t * pairPropagator e v) • (contact v * G) := by module
    _ = 1 := by rw [hc, zero_smul, add_zero]
```

Write $G=H_0^{-1}$ and $t=U/(1+UK)$. The denominator is at least $1$, because $U$ and $K$ are nonnegative. Two contacts joined by a free propagation collapse into one:

$$PGP=v\,\langle v,Gv\rangle\,v^*=KP.$$

Now multiply $H$ by the proposed inverse:

$$\begin{aligned}(H_0+UP)(G-tGPG)&=1-tPG+UPG-Ut\,PGPG\\&=1+(U-t-UtK)\,PG=1.\end{aligned}$$

The last bracket vanishes because $t(1+UK)=U$. For square matrices a one-sided inverse is the inverse, so $H$ is invertible.

In the proof, `h2` is the collapse $PGP=KP$, `hc` is the vanishing bracket and `hexp` is the expanded product. The two `generalize` lines replace the fraction and the free inverse by the letters `t` and `G`, keeping only the properties that the calculation uses. The tactic `module` collects the matrix terms.

```lean
/-- For positive level energies and `U ≥ 0` the T-matrix is `U / (1 + U K)`. -/
theorem tMatrix_eq {e : n → ℝ} (he : ∀ i, 0 < e i) (v : n → ℂ) {U : ℝ} (hU : 0 ≤ U) :
    tMatrix e v U = ((U / (1 + U * pairPropagator e v) : ℝ) : ℂ) := by
  have hpos : 0 < 1 + U * pairPropagator e v := by
    have := mul_nonneg hU (pairPropagator_nonneg he v)
    linarith
  have ht := div_mul_cancel₀ U hpos.ne'
  have hK := expectation_free_resolvent he v
  rw [tMatrix, inv_eq_right_inv (interacting_resolvent he v hU)]
  generalize U / (1 + U * pairPropagator e v) = t at ht ⊢
  have htc : (t : ℂ) * (1 + U * pairPropagator e v) = U := by exact_mod_cast ht
  -- sandwich the resolvent between the pair configuration
  rw [sub_mulVec, smul_mulVec, ← mulVec_mulVec, ← mulVec_mulVec, contact_mulVec, hK,
    mulVec_smul, dotProduct_sub, dotProduct_smul, dotProduct_smul, hK, smul_eq_mul, smul_eq_mul]
  linear_combination ((U : ℂ) * pairPropagator e v - 1) * htc
```

Sandwiching the resolvent between $v$ gives $\langle v,H^{-1}v\rangle=K-tK^2$, and hence

$$T=U-U^2K+U^2K^2t.$$

From $t(1+UK)=U$ we have $UKt=U-t$. The last term is therefore $UK(U-t)=U^2K-UKt=U^2K-U+t$, and the sum is $T=t$. The long `rw` performs the sandwich, and `linear_combination` does the remaining algebra with a multiple of the equation for $t$. Normalisation of $v$ is not used here.

## Saturation below the pair bandwidth

```lean
omit [DecidableEq n] in
/-- For level energies in `(0, 2W]` and a normalised pair configuration, `K` is positive
and `1 / K` is at most `2W`. -/
theorem inv_pairPropagator_le {e : n → ℝ} {v : n → ℂ} {W : ℝ} (he : ∀ i, 0 < e i)
    (hW : ∀ i, e i ≤ 2 * W) (hv : ∑ i, ‖v i‖ ^ 2 = 1) :
    0 < pairPropagator e v ∧ 1 / pairPropagator e v ≤ 2 * W := by
  have h1 : 1 ≤ 2 * W * pairPropagator e v := by
    rw [← hv, pairPropagator, Finset.mul_sum]
    refine Finset.sum_le_sum fun i _ => ?_
    calc ‖v i‖ ^ 2 = e i * (‖v i‖ ^ 2 / e i) := (mul_div_cancel₀ _ (he i).ne').symm
      _ ≤ 2 * W * (‖v i‖ ^ 2 / e i) :=
        mul_le_mul_of_nonneg_right (hW i) (div_nonneg (sq_nonneg _) (he i).le)
  have hK : 0 < pairPropagator e v := by
    refine lt_of_le_of_ne (pairPropagator_nonneg he v) fun h => ?_
    rw [← h, mul_zero] at h1
    linarith
  exact ⟨hK, (div_le_iff₀ hK).mpr h1⟩
```

Two hypotheses are new: `hW` puts the levels at or below $2W$, and `hv` normalises $v$. Together they give

$$1=\sum_i|v_i|^2=\sum_i e_i\frac{|v_i|^2}{e_i}\le 2W\,K.$$

If $K$ were zero, this would read $1\le 0$. So $K>0$, and division gives $1/K\le 2W$. The `calc` block is the comparison of a single term.

```lean
/-- For level energies in `(0, 2W]` and a normalised pair configuration, the T-matrix equals
`U / (1 + U K)`, increases strictly with `U` and stays below `1 / K ≤ 2W`, all for `U ≥ 0`, and
tends to `1 / K` as `U` grows without bound. -/
theorem tMatrix_saturates {e : n → ℝ} {v : n → ℂ} {W : ℝ} (he : ∀ i, 0 < e i)
    (hW : ∀ i, e i ≤ 2 * W) (hv : ∑ i, ‖v i‖ ^ 2 = 1) :
    (∀ U : ℝ, 0 ≤ U → tMatrix e v U = ((U / (1 + U * pairPropagator e v) : ℝ) : ℂ)) ∧
    StrictMonoOn (fun U => (tMatrix e v U).re) (Set.Ici 0) ∧
    (∀ U : ℝ, 0 ≤ U → (tMatrix e v U).re < 1 / pairPropagator e v) ∧
    1 / pairPropagator e v ≤ 2 * W ∧
    Tendsto (tMatrix e v) atTop (𝓝 ((1 / pairPropagator e v : ℝ) : ℂ)) := by
  obtain ⟨hK, hKW⟩ := inv_pairPropagator_le he hW hv
  have hpos : ∀ U : ℝ, 0 ≤ U → 0 < 1 + U * pairPropagator e v := fun U hU => by positivity
  refine ⟨fun U hU => tMatrix_eq he v hU, ?_, ?_, hKW, ?_⟩
  · intro a ha b hb hab
    change (tMatrix e v a).re < (tMatrix e v b).re
    rw [tMatrix_eq he v ha, tMatrix_eq he v hb, Complex.ofReal_re, Complex.ofReal_re,
      div_lt_div_iff₀ (hpos a ha) (hpos b hb)]
    linarith [mul_right_comm a b (pairPropagator e v), mul_comm a b,
      show a * (1 + b * pairPropagator e v) - b * (1 + a * pairPropagator e v) = a - b by ring]
  · intro U hU
    rw [tMatrix_eq he v hU, Complex.ofReal_re, div_lt_div_iff₀ (hpos U hU) hK]
    linarith
  · -- the distance to the limit is `1 / (K (1 + U K))`
    have h1 : Tendsto (fun U : ℝ => 1 + U * pairPropagator e v) atTop atTop :=
      tendsto_atTop_add_const_left atTop 1 (tendsto_id.atTop_mul_const hK)
    have h2 : Tendsto (fun U : ℝ => 1 / pairPropagator e v
        - 1 / pairPropagator e v * (1 + U * pairPropagator e v)⁻¹) atTop
        (𝓝 (1 / pairPropagator e v)) := by
      simpa using (h1.inv_tendsto_atTop.const_mul (1 / pairPropagator e v)).const_sub
        (1 / pairPropagator e v)
    refine ((Complex.continuous_ofReal.tendsto _).comp h2).congr' ?_
    filter_upwards [eventually_ge_atTop (0 : ℝ)] with U hU
    rw [tMatrix_eq he v hU, Function.comp_apply]
    congr 1
    have h3 := (hpos U hU).ne'
    have h4 := hK.ne'
    field_simp
    ring
```

The conclusion has five parts joined by `∧`, which means "and". They are the closed form, strict growth on $[0,\infty)$ (written `Set.Ici 0`), the strict bound $T<1/K$, the band-edge bound $1/K\le 2W$, and the limit. The order statements use the real part `.re`, because `tMatrix` is complex-valued by type; the closed form shows that its value is real for $U\ge 0$.

The band-edge bound comes from `inv_pairPropagator_le`, which also gives $K>0$. The growth, the strict bound and the limit then follow from the closed form. For $0\le a<b$,

$$\frac{a}{1+aK}<\frac{b}{1+bK}\iff a(1+bK)<b(1+aK)\iff a<b.$$

The bound $T<1/K$ is equivalent to $UK<1+UK$. For the limit,

$$\frac1K-T(U)=\frac{1}{K(1+UK)}\longrightarrow 0\qquad(U\to\infty).$$

Lean follows the same route: `div_lt_div_iff₀` cross-multiplies the fractions, and `filter_upwards` restricts the limit to $U\ge 0$, where the closed form is available.

Physically, a pair with at least two levels can avoid double occupancy by taking a state of relative motion orthogonal to $v$. The mean energy of such a state does not depend on $U$ and is at most $2W$, so the lowest energy of the pair is at most $2W$ however large $U$ is. This is a statement about the energy and not about $T$. With a single level no such state exists and the pair energy $e_1+U$ grows without bound, yet $T$ still saturates, at $e_1$. Using $T$ as the interaction between electrons in a partly filled band is a further physical step, since the other electrons block levels and shift energies, and the hypotheses describe only two particles.

## Where the ladder series converges

```lean
/-- For positive level energies and `U > 0` the ladder series `∑ U (-U K)^k` converges
exactly when `U K < 1`, and its sum is then the T-matrix. -/
theorem ladder_series {e : n → ℝ} (he : ∀ i, 0 < e i) (v : n → ℂ) {U : ℝ} (hU : 0 < U) :
    (Summable (fun k : ℕ => U * (-(U * pairPropagator e v)) ^ k) ↔
      U * pairPropagator e v < 1) ∧
    (U * pairPropagator e v < 1 →
      HasSum (fun k : ℕ => U * (-(U * pairPropagator e v)) ^ k) (tMatrix e v U).re) := by
  have hn : ‖-(U * pairPropagator e v)‖ = U * pairPropagator e v := by
    rw [norm_neg, Real.norm_of_nonneg (mul_nonneg hU.le (pairPropagator_nonneg he v))]
  constructor
  · rw [summable_mul_left_iff hU.ne', summable_geometric_iff_norm_lt_one, hn]
  · intro h
    have hs := (hasSum_geometric_of_norm_lt_one (hn.trans_lt h)).mul_left U
    rw [sub_neg_eq_add] at hs
    rw [tMatrix_eq he v hU.le, Complex.ofReal_re, div_eq_mul_inv]
    exact hs

end

end LadderTMatrix
```

Repeated scattering gives the ladder series

$$U-U^2K+U^3K^2-\dots=\sum_{k\ge 0}U(-UK)^k,$$

in which each further rung adds one free propagation and one contact. It is geometric with ratio $-UK$. For $U>0$ it converges exactly when $UK<1$, and its sum is then $U/(1+UK)=T$. `Summable` expresses convergence, and `HasSum` also names the sum. The proof computes the size of the ratio in `hn`, applies the criterion for geometric series, and identifies the sum through `tMatrix_eq`.

For this finite pair problem, the failure of the series at $UK\ge 1$ is a failure of the expansion only. The T-matrix was defined through the inverse of $H$, and its closed form holds for every $U\ge 0$.

```lean
#print axioms LadderTMatrix.tMatrix_saturates
#print axioms LadderTMatrix.ladder_series
```

```
'LadderTMatrix.tMatrix_saturates' depends on axioms: [propext, Classical.choice, Quot.sound]
'LadderTMatrix.ladder_series' depends on axioms: [propext, Classical.choice, Quot.sound]
```
